# Two Core Holes in a Quadratic Valence Model: Hole Repulsion Minus Cross Relaxation

A short, intense X-ray pulse can remove two core electrons from a molecule before the first vacancy has decayed. The energy this takes can be compared with the two single core ionization energies. If all other electrons stayed where they were, the difference would be the repulsion of the two positive holes, which is $1/R$ in atomic units for point holes at distance $R$. But the valence electrons rearrange around the holes, which lowers the energy, and the lowering for two holes together is in general not the sum of the lowerings for each hole alone. How much does this change the difference?

Let the valence response be described by finitely many real amplitudes, collected in a vector $x$, with $x=0$ in the molecule without holes. They might be induced dipoles or changes of atomic charge. Displacing them costs the elastic energy $\tfrac12\,x\cdot Kx$, where $K$ is a symmetric stiffness matrix, and a core hole couples to them linearly through a vector $v$, the hole field. The valence energy is

$$E_v(x)=\tfrac12\,x\cdot Kx+v\cdot x .$$

For a single induced dipole in an electric field, $K$ is the inverse polarizability and $v$ is minus the field. We assume that $K$ is positive definite, which says that the valence shell without holes is stable: every distortion costs energy.

Write $W(v)$ for the lowest value of $E_v$. In this model $W(v)=-\tfrac12\,v\cdot K^{-1}v$. If two holes $A$ and $B$ have fields $v_A$ and $v_B$ that add, and repel each other with energy $U$, then the double ionization energy exceeds the sum of the single ones by

$$U-v_A\cdot K^{-1}v_B .$$

The second term is called the cross relaxation here.

## Completing the square in the valence energy

Since $K$ is positive definite it is invertible. Put $d=K^{-1}v$, so that $Kd=v$. The symmetry of $K$ gives $d\cdot Kx=x\cdot Kd=v\cdot x$, and therefore

$$(x+d)\cdot K(x+d)=x\cdot Kx+2\,v\cdot x+v\cdot K^{-1}v .$$

Halving and rearranging,

$$E_v(x)=-\tfrac12\,v\cdot K^{-1}v+\tfrac12\,(x+d)\cdot K(x+d).$$

The last term is never negative and vanishes only for $x=-d$. Hence the minimum is $W(v)=-\tfrac12\,v\cdot K^{-1}v$, attained at $x=-K^{-1}v$ and nowhere else.

The inverse $K^{-1}$ is again symmetric and positive definite: for $w\neq0$ the vector $y=K^{-1}w$ is nonzero, and $w\cdot K^{-1}w=Ky\cdot y>0$. So $W(v)<0$ whenever $v\neq0$.

## From one hole to two

Let $\varepsilon_A$ and $\varepsilon_B$ be the single ionization energies with frozen orbitals. In Koopmans' approximation each is minus an orbital energy, so the letter has the opposite sign to its usual meaning. The ionization energies with relaxation are

$$I_A=\varepsilon_A+W(v_A),\qquad I_B=\varepsilon_B+W(v_B),$$
$$I_{AB}=\varepsilon_A+\varepsilon_B+U+W(v_A+v_B).$$

The frozen energies cancel in the difference, leaving

$$I_{AB}-I_A-I_B=U+W(v_A+v_B)-W(v_A)-W(v_B).$$

By the symmetry of $K^{-1}$,

$$(v_A+v_B)\cdot K^{-1}(v_A+v_B)=v_A\cdot K^{-1}v_A+v_B\cdot K^{-1}v_B+2\,v_A\cdot K^{-1}v_B .$$

Multiplying by $-\tfrac12$ and subtracting the two single-hole terms leaves $-v_A\cdot K^{-1}v_B$, so

$$I_{AB}-I_A-I_B=U-v_A\cdot K^{-1}v_B .$$

The cross relaxation can have either sign. Suppose that the only response is the induced dipole of an atom midway between two equal holes. The fields of the two holes at the atom are opposite, $v_B=-v_A$. Each hole alone polarizes it, both together do not, and the difference is larger than $U$.

For $U=1/R$ with $R>0$, double ionization costs less than the two single ionizations together when $1/R<v_A\cdot K^{-1}v_B$. Multiplying by $R$ turns this into $R\,(v_A\cdot K^{-1}v_B)>1$.

Two holes in the same core orbital have the same field $v$, and the total field is $2v$. Then

$$W(2v)=-\tfrac12\,(2v)\cdot K^{-1}(2v)=4\,W(v).$$

The energy lowering is four times that of one hole, twice what two independent holes would give, although the displacement $-K^{-1}(2v)$ is only doubled.

Finally, the cross relaxation is at most the sum of the single-hole energy lowerings $-W(v_A)$ and $-W(v_B)$. Expanding the square of the difference of the fields gives

$$-W(v_A)-W(v_B)-v_A\cdot K^{-1}v_B=\tfrac12\,(v_A-v_B)\cdot K^{-1}(v_A-v_B)\ge0,$$

with equality exactly when $v_A=v_B$.

For double-core-hole spectroscopy, these formulas separate the direct hole repulsion from the valence contribution to the measured energy difference, within a finite, linearly responding model. The step from this model to a molecule is the assumption that the true valence energy is quadratic, with the same $K$ for zero, one and two holes, and with hole fields that add. A double hole on one site tests the quadratic form at twice the displacement that a single hole there produces.

## Energies as Lean definitions

```lean
import Mathlib

open Matrix

namespace CoreHoleRelaxation

noncomputable section

variable {n : Type*} [Fintype n]
```

The type `n` labels the response amplitudes. It is finite, and nothing fixes its size. Vectors are functions `n → ℝ`, and matrices have real entries.

```lean
/-- Energy of the valence response `x` with stiffness `K` in the hole field `v`. -/
def valenceEnergy (K : Matrix n n ℝ) (v x : n → ℝ) : ℝ :=
  (x ⬝ᵥ K *ᵥ x) / 2 + v ⬝ᵥ x
```

This is $E_v(x)$. The symbol `⬝ᵥ` is the dot product and `*ᵥ` applies a matrix to a vector, so `x ⬝ᵥ K *ᵥ x` reads $x\cdot(Kx)$. The definition accepts any square matrix; symmetry and stability enter as hypotheses of the theorems.

```lean
/-- Relaxed valence energy in the hole field `v`: the infimum over all valence responses,
meant for positive definite stiffness `K`. -/
def relaxedEnergy (K : Matrix n n ℝ) (v : n → ℝ) : ℝ :=
  ⨅ x, valenceEnergy K v x
```

`relaxedEnergy` is $W(v)$, defined as an infimum over every response and not by the closed formula, which has to be proved. For a stiffness with an unstable direction the energy has no lower bound, and Lean's real infimum then returns zero, a value without physical meaning.

```lean
/-- Single ionization energy: the frozen-orbital energy `ε` plus the relaxed valence energy
in the field `v` of the hole. -/
def singleIonization (K : Matrix n n ℝ) (ε : ℝ) (v : n → ℝ) : ℝ :=
  ε + relaxedEnergy K v

/-- Double ionization energy: both frozen-orbital energies, the hole repulsion `U`, and the
relaxed valence energy in the sum of the two hole fields. -/
def doubleIonization (K : Matrix n n ℝ) (εA εB U : ℝ) (vA vB : n → ℝ) : ℝ :=
  εA + εB + U + relaxedEnergy K (vA + vB)
```

These are $I_A$ and $I_{AB}$. The additivity of the hole fields is built into the second definition through `vA + vB`. The frozen energies, the repulsion and the fields are free inputs: no orbitals or nuclear positions stand behind them. Since `U` is an arbitrary real number, the definition also serves for two holes in one core orbital, where $1/R$ would make no sense.

## The minimum and its uniqueness

```lean
/-- A real symmetric matrix couples two vectors symmetrically. -/
theorem coupling_symm {M : Matrix n n ℝ} (hM : M.IsHermitian) (x y : n → ℝ) :
    x ⬝ᵥ M *ᵥ y = y ⬝ᵥ M *ᵥ x := by
  have hT : Mᵀ = M := by
    rw [← Matrix.conjTranspose_eq_transpose_of_trivial]
    exact hM.eq
  rw [Matrix.dotProduct_mulVec, ← Matrix.mulVec_transpose, hT, dotProduct_comm]
```

For a real matrix, `IsHermitian` means symmetric. The proof first turns this into $M^{\mathsf T}=M$, then moves the matrix from one side of the dot product to the other. The lemma is used for $K$ in completing the square and for $K^{-1}$ in the cross terms.

```lean
variable [DecidableEq n]

/-- Completing the square: for positive definite stiffness, the valence energy is a constant
plus the elastic energy of the displacement from `-K⁻¹ v`. -/
theorem valenceEnergy_eq_square {K : Matrix n n ℝ} (hK : K.PosDef) (v x : n → ℝ) :
    valenceEnergy K v x = -(v ⬝ᵥ K⁻¹ *ᵥ v) / 2
      + ((x + K⁻¹ *ᵥ v) ⬝ᵥ K *ᵥ (x + K⁻¹ *ᵥ v)) / 2 := by
  have h1 : K *ᵥ (K⁻¹ *ᵥ v) = v := by
    rw [Matrix.mulVec_mulVec, Matrix.mul_nonsing_inv _ hK.det_pos.ne'.isUnit,
      Matrix.one_mulVec]
  -- the cross term of the square is the coupling to the hole field
  have h2 : (K⁻¹ *ᵥ v) ⬝ᵥ (K *ᵥ x) = v ⬝ᵥ x := by
    rw [coupling_symm hK.isHermitian, h1, dotProduct_comm]
  rw [valenceEnergy, Matrix.mulVec_add, h1, add_dotProduct, dotProduct_add, dotProduct_add,
    h2, dotProduct_comm x v, dotProduct_comm (K⁻¹ *ᵥ v) v]
  ring
```

The hypothesis `hK : K.PosDef` contains both symmetry and strict positivity. Step `h1` is $Kd=v$ with $d=K^{-1}v$; it uses the positive determinant of $K$ to justify the inverse. Step `h2` is $d\cdot Kx=v\cdot x$. The rewriting then expands the square into its four terms, and `ring` collects them.

```lean
/-- For positive definite stiffness, the valence energy takes the value `-v·K⁻¹v/2` at the
response `-K⁻¹ v` and at no other. -/
theorem valenceEnergy_eq_min_iff {K : Matrix n n ℝ} (hK : K.PosDef) (v x : n → ℝ) :
    valenceEnergy K v x = -(v ⬝ᵥ K⁻¹ *ᵥ v) / 2 ↔ x = -(K⁻¹ *ᵥ v) := by
  rw [valenceEnergy_eq_square hK]
  constructor
  · intro h
    by_contra hne
    have h0 : x + K⁻¹ *ᵥ v ≠ 0 := fun h0 => hne (eq_neg_of_add_eq_zero_left h0)
    have hpos := hK.dotProduct_mulVec_pos h0
    rw [star_trivial] at hpos
    linarith
  · intro h
    have h0 : x + K⁻¹ *ᵥ v = 0 := by rw [h, neg_add_cancel]
    rw [h0, Matrix.mulVec_zero, dotProduct_zero]
    ring
```

The statement is an equivalence: the valence energy equals $-\tfrac12\,v\cdot K^{-1}v$ if and only if the response is $-K^{-1}v$. In the forward direction, any other response would make the displacement $x+K^{-1}v$ nonzero. Its elastic energy would then be strictly positive, and `linarith` finds the contradiction. In the reverse direction the displacement vanishes and only the constant remains.

```lean
/-- For positive definite stiffness, the least valence energy in the hole field `v` is
`-v·K⁻¹v/2`, and it is attained. -/
theorem isLeast_valenceEnergy {K : Matrix n n ℝ} (hK : K.PosDef) (v : n → ℝ) :
    IsLeast (Set.range (valenceEnergy K v)) (-(v ⬝ᵥ K⁻¹ *ᵥ v) / 2) := by
  refine ⟨⟨-(K⁻¹ *ᵥ v), (valenceEnergy_eq_min_iff hK v _).2 rfl⟩, ?_⟩
  rintro _ ⟨x, rfl⟩
  have h := hK.posSemidef.dotProduct_mulVec_nonneg (x + K⁻¹ *ᵥ v)
  rw [star_trivial] at h
  rw [valenceEnergy_eq_square hK]
  linarith
```

`Set.range (valenceEnergy K v)` is the set of all energies the valence shell can have in the field `v`. `IsLeast` says that the given number belongs to this set and that no member lies below it. The first part is supplied by the response $-K^{-1}v$, the second by the nonnegative square.

```lean
/-- For positive definite stiffness, the relaxed valence energy is `-v·K⁻¹v/2`. -/
theorem relaxedEnergy_eq {K : Matrix n n ℝ} (hK : K.PosDef) (v : n → ℝ) :
    relaxedEnergy K v = -(v ⬝ᵥ K⁻¹ *ᵥ v) / 2 :=
  (isLeast_valenceEnergy hK v).csInf_eq
```

A least element of a set is its infimum, so the closed formula for $W(v)$ follows at once.

## The energy difference and its sign

```lean
/-- For positive definite stiffness, the double ionization energy minus both single ionization
energies is the hole repulsion `U` reduced by the cross relaxation `vA·K⁻¹vB`. -/
theorem doubleIonization_sub_single {K : Matrix n n ℝ} (hK : K.PosDef)
    (εA εB U : ℝ) (vA vB : n → ℝ) :
    doubleIonization K εA εB U vA vB - singleIonization K εA vA - singleIonization K εB vB
      = U - vA ⬝ᵥ K⁻¹ *ᵥ vB := by
  unfold doubleIonization singleIonization
  rw [relaxedEnergy_eq hK, relaxedEnergy_eq hK, relaxedEnergy_eq hK, Matrix.mulVec_add,
    add_dotProduct, dotProduct_add, dotProduct_add,
    coupling_symm hK.inv.isHermitian vB vA]
  ring
```

This is the main formula, for any repulsion `U`. The proof inserts the closed formula for the three relaxed energies and expands the one in the summed field. The product $v_B\cdot K^{-1}v_A$ is turned into $v_A\cdot K^{-1}v_B$ by `coupling_symm`, applied to the inverse matrix. After that, `ring` cancels the frozen energies and the single-hole terms.

```lean
/-- For positive definite stiffness and holes at distance `R > 0` with repulsion `1/R`, double
ionization costs less than the two single ionizations together exactly when
`R (vA·K⁻¹vB)` exceeds one. -/
theorem doubleIonization_lt_iff {K : Matrix n n ℝ} (hK : K.PosDef)
    (εA εB : ℝ) {R : ℝ} (hR : 0 < R) (vA vB : n → ℝ) :
    doubleIonization K εA εB (1 / R) vA vB
        < singleIonization K εA vA + singleIonization K εB vB
      ↔ 1 < R * (vA ⬝ᵥ K⁻¹ *ᵥ vB) := by
  have h := doubleIonization_sub_single hK εA εB (1 / R) vA vB
  have hc : 1 / R < vA ⬝ᵥ K⁻¹ *ᵥ vB ↔ 1 < R * (vA ⬝ᵥ K⁻¹ *ᵥ vB) := by
    rw [div_lt_iff₀ hR, mul_comm]
  rw [← hc]
  constructor <;> intro h' <;> linarith
```

Here `U` is set to `1 / R`. The auxiliary equivalence `hc` is the multiplication by the positive number $R$, and `linarith` combines it with the main formula. The letter $R$ is a distance, although in Auger spectroscopy it often denotes a relaxation energy. In the theorem $R$ and the two fields are independent. In a molecule the fields change when the holes move apart, so the condition does not by itself give a critical distance.

## Doubled fields and the bound on cross relaxation

```lean
/-- For positive definite stiffness and a nonzero hole field `v`, a single hole lowers the
valence energy, and a one-site double hole with field `2v` lowers it four times as much. -/
theorem one_site_double_hole {K : Matrix n n ℝ} (hK : K.PosDef) {v : n → ℝ} (hv : v ≠ 0) :
    relaxedEnergy K v < 0 ∧ relaxedEnergy K ((2 : ℝ) • v) = 4 * relaxedEnergy K v := by
  constructor
  · have h := hK.inv.dotProduct_mulVec_pos hv
    rw [star_trivial] at h
    rw [relaxedEnergy_eq hK]
    linarith
  · rw [relaxedEnergy_eq hK, relaxedEnergy_eq hK]
    simp only [Matrix.mulVec_smul, smul_dotProduct, dotProduct_smul, smul_eq_mul]
    ring
```

The theorem has two parts for a nonzero field. The first is $W(v)<0$, from the positive definiteness of $K^{-1}$. The second is $W(2v)=4W(v)$: the simplification step pulls one factor of two out of each side of the dot product. Both parts concern valence energies only; the repulsion of the two holes on the site plays no role in them.

```lean
/-- For positive definite stiffness, the cross relaxation of two holes is at most the sum of
their single-hole energy lowerings, with equality exactly when the hole fields coincide. -/
theorem cross_relaxation_le {K : Matrix n n ℝ} (hK : K.PosDef) (vA vB : n → ℝ) :
    vA ⬝ᵥ K⁻¹ *ᵥ vB ≤ -relaxedEnergy K vA - relaxedEnergy K vB ∧
      (vA ⬝ᵥ K⁻¹ *ᵥ vB = -relaxedEnergy K vA - relaxedEnergy K vB ↔ vA = vB) := by
  -- the gap is half the quadratic form of `K⁻¹` on the difference of the fields
  have hgap : -relaxedEnergy K vA - relaxedEnergy K vB - vA ⬝ᵥ K⁻¹ *ᵥ vB
      = ((vA - vB) ⬝ᵥ K⁻¹ *ᵥ (vA - vB)) / 2 := by
    rw [relaxedEnergy_eq hK, relaxedEnergy_eq hK, Matrix.mulVec_sub, sub_dotProduct,
      dotProduct_sub, dotProduct_sub, coupling_symm hK.inv.isHermitian vB vA]
    ring
  have hnn := hK.inv.posSemidef.dotProduct_mulVec_nonneg (vA - vB)
  rw [star_trivial] at hnn
  refine ⟨by linarith, fun h => ?_, fun h => ?_⟩
  · by_contra hne
    have hpos := hK.inv.dotProduct_mulVec_pos (sub_ne_zero.2 hne)
    rw [star_trivial] at hpos
    linarith
  · have h0 : (vA - vB) ⬝ᵥ K⁻¹ *ᵥ (vA - vB) = 0 := by
      rw [sub_eq_zero.2 h, zero_dotProduct]
    linarith

end

end CoreHoleRelaxation
```

The single-hole lowerings appear as `-relaxedEnergy K vA` and `-relaxedEnergy K vB`, since the relaxed energies themselves are zero or negative. The step `hgap` is the identity obtained by expanding the square of $v_A-v_B$, and nonnegativity of that square gives the inequality. For the equality case, different fields would leave a strictly positive gap, while equal fields make it vanish. Together with the main formula, the bound means that relaxation can lower the energy difference below $U$ by at most the sum of the two single-hole lowerings, a limit reached only for equal fields.

```lean
#print axioms CoreHoleRelaxation.doubleIonization_lt_iff
-- 'CoreHoleRelaxation.doubleIonization_lt_iff' depends on axioms: [propext, Classical.choice, Quot.sound]
#print axioms CoreHoleRelaxation.one_site_double_hole
-- 'CoreHoleRelaxation.one_site_double_hole' depends on axioms: [propext, Classical.choice, Quot.sound]
#print axioms CoreHoleRelaxation.cross_relaxation_le
-- 'CoreHoleRelaxation.cross_relaxation_le' depends on axioms: [propext, Classical.choice, Quot.sound]
```
